# A real linear recurrence with nonzero end coefficients is time-reversible exactly when its coefficients are symmetric or antisymmetric

## Recurrences, trajectories and reversal

Let $N \ge 0$ and let $a_0, \dots, a_N$ be real numbers. A trajectory is a real sequence $x(n)$, defined for every integer $n$, with

$$\sum_{j=0}^{N} a_j\, x(n+j) = 0 \quad\text{for all } n \in \mathbb{Z}.$$

The integer $n$ counts time steps, and $x(n)$ is the position at step $n$. The time reversal of $x$ is the sequence $n \mapsto x(-n)$. The recurrence is called reversible if the time reversal of every trajectory is again a trajectory. Velocities are not separate variables: reversing the order of the positions reverses them too.

## The Verlet recurrence with friction

A harmonic oscillator with angular frequency $\omega$ and friction constant $\gamma$ (friction force per unit mass and velocity) obeys $\ddot x = -\omega^2 x - \gamma \dot x$. With time step $h$ and central differences about step $n+1$, this becomes

$$\frac{x(n+2) - 2x(n+1) + x(n)}{h^2} = -\omega^2 x(n+1) - \gamma\,\frac{x(n+2) - x(n)}{2h}.$$

Multiplying by $h^2$ and collecting terms gives a recurrence with $N = 2$ and

$$a_0 = 1 - \tfrac{\gamma h}{2}, \qquad a_1 = -(2 - h^2\omega^2), \qquad a_2 = 1 + \tfrac{\gamma h}{2}.$$

Friction makes the two end coefficients unequal.

## The criterion and its Lean form

If $a_0 \ne 0$ and $a_N \ne 0$, the recurrence is reversible if and only if there is one sign $s = \pm 1$ with $a_{N-j} = s\,a_j$ for all $j$. This is `isReversible_iff`.

In Lean the coefficients are a function `a : Fin (N + 1) → ℝ`, and a trajectory is a function `ℤ → ℝ` that satisfies `IsTrajectory a`. The index $N-j$ is written `j.rev`, and $a_N$ is `a (Fin.last N)`. The hypotheses `h0` and `hN` say that the end coefficients are nonzero, so that the recurrence can be solved for its newest value and for its oldest one. The predicate `IsReversible` quantifies over all two-sided real solutions, including those that grow without bound.

For the damped oscillator, `dampedVerlet_isReversible_iff` states that if $h > 0$, $\gamma \ge 0$ and $\gamma h \ne 2$, the recurrence is reversible if and only if $\gamma = 0$. The condition $\gamma h \ne 2$ keeps $a_0$ nonzero.

For molecular dynamics, this expresses the reversibility of the Verlet scheme and its loss under friction as a condition on coefficients, for a single coordinate with a linear force and exact arithmetic. Nonlinear forces, rounding, stability and accuracy are not addressed.

## Derivation

**Reversal reverses the coefficients.** Let $y(n) = x(-n)$. Substituting $j = N-k$,

$$\sum_{j} a_j\, y(m+j) = \sum_j a_j\, x(-m-j) = \sum_k a_{N-k}\, x(-m-N+k).$$

As $m$ runs over all integers, so does $n = -m-N$. Hence $y$ is a trajectory of $a$ exactly when $x$ obeys the recurrence with coefficients $a_{N-k}$.

**Initial values are free.** From here to the end of the derivation, $a_0$ and $a_N$ are assumed nonzero. For $N \ge 1$, any $N$ consecutive values determine the next one and the previous one:

$$x(n+N) = -\frac{1}{a_N}\sum_{j=0}^{N-1} a_j x(n+j), \qquad x(n) = -\frac{1}{a_0}\sum_{j=1}^{N} a_j x(n+j).$$

Repeating both steps extends any choice of $x(0), \dots, x(N-1)$ to a trajectory. For $N = 0$ there are no initial values to choose, and the zero sequence is a trajectory.

**Trajectories determine the coefficients up to a factor.** Suppose every trajectory of $a$ also obeys a recurrence with coefficients $b_0, \dots, b_N$. For $i < N$, take the trajectory with $x(i) = 1$ and the other initial values zero. At $n = 0$ the two recurrences read

$$a_i + a_N x(N) = 0, \qquad b_i + b_N x(N) = 0.$$

Eliminating $x(N)$ gives $b_i = (b_N/a_N)\,a_i$. For $i = N$ the same formula is trivial.

**The factor is a sign.** If $a$ is reversible, the first step lets us take $b_j = a_{N-j}$, so $a_{N-j} = s\,a_j$ for some real $s$. The cases $j = 0$ and $j = N$ give $a_N = s a_0$ and $a_0 = s a_N$. Therefore $a_0 = s^2 a_0$, and $s = \pm 1$.

Conversely, if $a_{N-j} = s\,a_j$, then $\sum_j a_{N-j}x(n+j) = s\sum_j a_j x(n+j) = 0$ for every trajectory $x$, and by the first step its reversal is a trajectory.

**Friction.** For the damped oscillator, $j = 0$ requires $1 + \gamma h/2 = s(1 - \gamma h/2)$. With $s = 1$ this gives $\gamma h = 0$, hence $\gamma = 0$. With $s = -1$ it gives $1 = -1$, which is impossible. If $\gamma = 0$, the coefficients are symmetric.

## Three positions forwards and backwards

Take $h = \omega = \gamma = 1$ in consistent units. The coefficients are $(\tfrac12, -1, \tfrac32)$. Starting from $x(0) = 0$ and $x(1) = 3$, the recurrence gives $x(2) = 2$. In reverse order the positions are $2, 3, 0$, and

$$\tfrac12\cdot 2 - 3 + \tfrac32\cdot 0 = -2 \ne 0,$$

so the reversed motion violates the recurrence.

Without friction the coefficients are $(1, -1, 1)$, and the same start gives $x(2) = 3$. The reversed positions $3, 3, 0$ satisfy $3 - 3 + 0 = 0$.

## A vanishing end coefficient

The coefficients $(0, 1)$ give $x(n+1) = 0$ for all $n$. The only trajectory is zero, which is its own reversal, so the recurrence is reversible. Yet $(1, 0)$ is not $\pm(0, 1)$. The criterion therefore fails if the hypothesis $a_0 \ne 0$ is removed. The damped oscillator shows the same effect at $\gamma h = 2$ and $h^2\omega^2 = 2$, where its coefficients are $(0, 0, 2)$.

## The Lean file

```lean
import Mathlib

open Finset

namespace RecurrenceTimeReversal

noncomputable section

/-- A two-sided real trajectory `x` obeys the linear recurrence `∑ j, a j * x (n + j) = 0`
at every integer time `n`. -/
def IsTrajectory {N : ℕ} (a : Fin (N + 1) → ℝ) (x : ℤ → ℝ) : Prop :=
  ∀ n : ℤ, ∑ j : Fin (N + 1), a j * x (n + ((j : ℕ) : ℤ)) = 0

/-- The trajectory run backwards in time. -/
def timeReversal (x : ℤ → ℝ) : ℤ → ℝ := fun n => x (-n)

/-- A recurrence is reversible if the time reversal of each of its trajectories is again
a trajectory. -/
def IsReversible {N : ℕ} (a : Fin (N + 1) → ℝ) : Prop :=
  ∀ x : ℤ → ℝ, IsTrajectory a x → IsTrajectory a (timeReversal x)

/-- The reversed trajectory obeys a recurrence exactly when the original trajectory obeys
the recurrence with the coefficients in reverse order. -/
theorem isTrajectory_timeReversal_iff {N : ℕ} (a : Fin (N + 1) → ℝ) (x : ℤ → ℝ) :
    IsTrajectory a (timeReversal x) ↔ IsTrajectory (fun j => a j.rev) x := by
  have key : ∀ n : ℤ, ∑ j : Fin (N + 1), a j.rev * x (n + ((j : ℕ) : ℤ)) =
      ∑ j : Fin (N + 1), a j * timeReversal x (-n - (N : ℤ) + ((j : ℕ) : ℤ)) := by
    intro n
    rw [← Equiv.sum_comp Fin.revPerm
      (fun j : Fin (N + 1) => a j * timeReversal x (-n - (N : ℤ) + ((j : ℕ) : ℤ)))]
    refine Finset.sum_congr rfl fun j _ => ?_
    have e : -(-n - (N : ℤ) + ((j.rev : ℕ) : ℤ)) = n + ((j : ℕ) : ℤ) := by
      have := j.is_lt
      rw [Fin.val_rev]
      omega
    simp only [Fin.revPerm_apply, timeReversal]
    rw [e]
  constructor
  · intro h n
    exact (key n).trans (h _)
  · intro h n
    have k := key (-n - (N : ℤ))
    have e : -(-n - (N : ℤ)) - (N : ℤ) = n := by ring
    rw [e] at k
    exact k.symm.trans (h _)

/-- If every state has a successor and a predecessor, then a two-sided history passes
through any given state at time zero. -/
theorem exists_history {S : Type} (R : S → S → Prop) (hf : ∀ p, ∃ q, R p q)
    (hg : ∀ q, ∃ p, R p q) (v : S) :
    ∃ s : ℤ → S, s 0 = v ∧ ∀ n, R (s n) (s (n + 1)) := by
  choose f hf using hf
  choose g hg using hg
  refine ⟨fun n => if 0 ≤ n then f^[n.toNat] v else g^[(-n).toNat] v, by simp, fun n => ?_⟩
  beta_reduce
  by_cases h : 0 ≤ n
  · have e : (n + 1).toNat = n.toNat + 1 := by omega
    rw [if_pos h, if_pos (show (0 : ℤ) ≤ n + 1 by omega), e, Function.iterate_succ_apply']
    exact hf _
  · by_cases h1 : n = -1
    · subst h1
      simpa using hg v
    · have e : (-n).toNat = (-(n + 1)).toNat + 1 := by omega
      rw [if_neg h, if_neg (show ¬ (0 : ℤ) ≤ n + 1 by omega), e,
        Function.iterate_succ_apply']
      exact hg _

/-- With nonzero end coefficients, any `N` initial values extend to a two-sided trajectory. -/
theorem exists_trajectory {N : ℕ} (a : Fin (N + 1) → ℝ) (h0 : a 0 ≠ 0)
    (hN : a (Fin.last N) ≠ 0) (v : Fin N → ℝ) :
    ∃ x : ℤ → ℝ, IsTrajectory a x ∧ ∀ i : Fin N, x ((i : ℕ) : ℤ) = v i := by
  cases N with
  | zero => exact ⟨fun _ => 0, fun n => by simp, fun i => i.elim0⟩
  | succ M =>
    have solve : ∀ c S : ℝ, c ≠ 0 → S + c * (-(S / c)) = 0 := by
      intro c S hc
      have : c * (S / c) = S := by field_simp
      linarith
    -- two successive states are the two ends of a window of M + 2 values
    let R : (Fin (M + 1) → ℝ) → (Fin (M + 1) → ℝ) → Prop := fun p q =>
      ∃ w : Fin (M + 1 + 1) → ℝ, ∑ j, a j * w j = 0 ∧
        (∀ i : Fin (M + 1), w i.castSucc = p i) ∧ ∀ i : Fin (M + 1), w i.succ = q i
    have hf : ∀ p, ∃ q, R p q := by
      intro p
      let w : Fin (M + 1 + 1) → ℝ := Fin.snoc (α := fun _ => ℝ) p
        (-((∑ i : Fin (M + 1), a i.castSucc * p i) / a (Fin.last (M + 1))))
      refine ⟨fun i => w i.succ, w, ?_, fun i => by simp [w], fun i => rfl⟩
      rw [Fin.sum_univ_castSucc]
      simp only [w, Fin.snoc_castSucc, Fin.snoc_last]
      exact solve _ _ hN
    have hg : ∀ q, ∃ p, R p q := by
      intro q
      let w : Fin (M + 1 + 1) → ℝ := Fin.cons (α := fun _ => ℝ)
        (-((∑ i : Fin (M + 1), a i.succ * q i) / a 0)) q
      refine ⟨fun i => w i.castSucc, w, ?_, fun i => rfl, fun i => by simp [w]⟩
      rw [Fin.sum_univ_succ, add_comm]
      simp only [w, Fin.cons_zero, Fin.cons_succ]
      exact solve _ _ h0
    obtain ⟨s, hs0, hs⟩ := exists_history R hf hg v
    -- each state lists consecutive values of its first component
    have hx : ∀ (i : ℕ) (hi : i < M + 1) (n : ℤ), s n ⟨i, hi⟩ = s (n + (i : ℤ)) 0 := by
      intro i
      induction i with
      | zero => intro hi n; simp
      | succ i ih =>
        intro hi n
        obtain ⟨w, _, h1, h2⟩ := hs n
        have e : n + 1 + (i : ℤ) = n + ((i + 1 : ℕ) : ℤ) := by push_cast; ring
        rw [← e, ← ih (by omega) (n + 1)]
        exact (h1 ⟨i + 1, hi⟩).symm.trans (h2 ⟨i, by omega⟩)
    refine ⟨fun n => s n 0, fun n => ?_, fun i => ?_⟩
    · obtain ⟨w, hw, h1, h2⟩ := hs n
      have hj : ∀ j : Fin (M + 1 + 1), w j = s (n + ((j : ℕ) : ℤ)) 0 := by
        intro j
        refine Fin.cases ?_ (fun i => ?_) j
        · simpa using h1 0
        · have e : n + ((i.succ : ℕ) : ℤ) = n + 1 + ((i : ℕ) : ℤ) := by
            rw [Fin.val_succ]; push_cast; ring
          rw [h2, e]
          exact hx i i.2 (n + 1)
      refine Eq.trans (Finset.sum_congr rfl fun j _ => ?_) hw
      rw [hj j]
    · have h := hx i i.2 0
      rw [hs0, zero_add] at h
      exact h.symm

/-- If `a` has nonzero end coefficients and every trajectory of the recurrence `a` also obeys the
recurrence `b` of the same length, then the coefficients `b` are a common multiple of the
coefficients `a`. -/
theorem proportional_of_trajectories {N : ℕ} (a b : Fin (N + 1) → ℝ) (h0 : a 0 ≠ 0)
    (hN : a (Fin.last N) ≠ 0) (h : ∀ x, IsTrajectory a x → IsTrajectory b x) :
    ∃ c : ℝ, ∀ j, b j = c * a j := by
  refine ⟨b (Fin.last N) / a (Fin.last N), fun j => ?_⟩
  refine Fin.lastCases ?_ (fun i => ?_) j
  · field_simp
  · -- probe with the trajectory whose only nonzero initial value is the i-th
    obtain ⟨x, hx, hv⟩ := exists_trajectory a h0 hN (Pi.single i 1)
    have hs : ∀ d : Fin (N + 1) → ℝ, ∑ j : Fin (N + 1), d j * x (0 + ((j : ℕ) : ℤ)) =
        d i.castSucc + d (Fin.last N) * x (N : ℤ) := by
      intro d
      rw [Fin.sum_univ_castSucc]
      simp [hv, Pi.single_apply]
    have ha := (hs a).symm.trans (hx 0)
    have hb := (hs b).symm.trans (h x hx 0)
    rw [div_mul_eq_mul_div, eq_div_iff hN]
    linear_combination a (Fin.last N) * hb - b (Fin.last N) * ha

/-- A recurrence with nonzero end coefficients is reversible if and only if its coefficients
are symmetric or antisymmetric under reversal of their order. -/
theorem isReversible_iff {N : ℕ} (a : Fin (N + 1) → ℝ) (h0 : a 0 ≠ 0)
    (hN : a (Fin.last N) ≠ 0) :
    IsReversible a ↔ ∃ s : ℝ, (s = 1 ∨ s = -1) ∧ ∀ j, a j.rev = s * a j := by
  constructor
  · intro h
    obtain ⟨s, hs⟩ := proportional_of_trajectories a (fun j => a j.rev) h0 hN
      (fun x hx => (isTrajectory_timeReversal_iff a x).1 (h x hx))
    refine ⟨s, ?_, hs⟩
    -- comparing both ends shows that the factor squares to one
    have h1 : a (Fin.last N) = s * a 0 := by simpa using hs 0
    have h2 : a 0 = s * a (Fin.last N) := by simpa using hs (Fin.last N)
    have h3 : s * s = 1 := by
      apply mul_right_cancel₀ h0
      linear_combination -h2 - s * h1
    exact mul_self_eq_one_iff.1 h3
  · rintro ⟨s, _, ha⟩ x hx
    rw [isTrajectory_timeReversal_iff]
    intro n
    simp only [ha, mul_assoc, ← Finset.mul_sum]
    rw [hx n, mul_zero]

/-- The recurrence with coefficients `(0, 1)` is reversible, yet its coefficients are neither
symmetric nor antisymmetric. -/
theorem end_coefficient_needed :
    IsReversible (N := 1) ![0, 1] ∧
      ¬ ∃ s : ℝ, (s = 1 ∨ s = -1) ∧
        ∀ j : Fin 2, (![0, 1] : Fin 2 → ℝ) j.rev = s * (![0, 1] : Fin 2 → ℝ) j := by
  constructor
  · intro x hx n
    have hz : ∀ m, x m = 0 := by
      intro m
      have h := hx (m - 1)
      simpa [Fin.sum_univ_two] using h
    simp [timeReversal, hz]
  · rintro ⟨s, _, h⟩
    have h1 : (1 : ℝ) = s * 0 := h 0
    simp at h1

/-- Coefficients of the Verlet recurrence with time step `h` for an oscillator of angular
frequency `ω` and friction constant `γ`. -/
def dampedVerlet (h ω γ : ℝ) : Fin (2 + 1) → ℝ :=
  ![1 - γ * h / 2, -(2 - h ^ 2 * ω ^ 2), 1 + γ * h / 2]

/-- For a nonzero time step, the damped Verlet recurrence is equivalent to Newton's equation for the
damped oscillator with central differences for acceleration and velocity. -/
theorem dampedVerlet_iff_newton (h ω γ : ℝ) (hh : h ≠ 0) (x : ℤ → ℝ) :
    IsTrajectory (dampedVerlet h ω γ) x ↔
      ∀ n : ℤ, (x (n + 2) - 2 * x (n + 1) + x n) / h ^ 2 =
        -ω ^ 2 * x (n + 1) - γ * ((x (n + 2) - x n) / (2 * h)) := by
  unfold IsTrajectory
  refine forall_congr' fun n => ?_
  have e : ∑ j : Fin (2 + 1), dampedVerlet h ω γ j * x (n + ((j : ℕ) : ℤ)) =
      (1 - γ * h / 2) * x n + -(2 - h ^ 2 * ω ^ 2) * x (n + 1)
        + (1 + γ * h / 2) * x (n + 2) := by
    rw [Fin.sum_univ_three]
    simp [dampedVerlet]
  have f : (1 - γ * h / 2) * x n + -(2 - h ^ 2 * ω ^ 2) * x (n + 1)
        + (1 + γ * h / 2) * x (n + 2) =
      h ^ 2 * ((x (n + 2) - 2 * x (n + 1) + x n) / h ^ 2 -
        (-ω ^ 2 * x (n + 1) - γ * ((x (n + 2) - x n) / (2 * h)))) := by
    field_simp
    ring
  rw [e, f, mul_eq_zero, sub_eq_zero]
  exact ⟨fun H => H.resolve_left (pow_ne_zero 2 hh), Or.inr⟩

/-- For a positive time step and nonnegative friction with `γ * h ≠ 2`, the damped Verlet
recurrence is reversible if and only if the friction vanishes. -/
theorem dampedVerlet_isReversible_iff (h ω γ : ℝ) (hh : 0 < h) (hγ : 0 ≤ γ)
    (hγh : γ * h ≠ 2) : IsReversible (dampedVerlet h ω γ) ↔ γ = 0 := by
  have h0 : dampedVerlet h ω γ 0 ≠ 0 := by
    show 1 - γ * h / 2 ≠ 0
    intro e
    apply hγh
    linarith
  have hN : dampedVerlet h ω γ (Fin.last 2) ≠ 0 := by
    show 1 + γ * h / 2 ≠ 0
    positivity
  rw [isReversible_iff _ h0 hN]
  constructor
  · rintro ⟨s, hs, ha⟩
    have e : 1 + γ * h / 2 = s * (1 - γ * h / 2) := ha 0
    rcases hs with rfl | rfl
    · have hz : γ * h = 0 := by linarith
      exact (mul_eq_zero.1 hz).resolve_right hh.ne'
    · exfalso
      linarith
  · intro hz
    subst hz
    refine ⟨1, Or.inl rfl, fun j => ?_⟩
    fin_cases j
    · show 1 + 0 * h / 2 = 1 * (1 - 0 * h / 2)
      ring
    · show -(2 - h ^ 2 * ω ^ 2) = 1 * -(2 - h ^ 2 * ω ^ 2)
      ring
    · show 1 - 0 * h / 2 = 1 * (1 + 0 * h / 2)
      ring

end

end RecurrenceTimeReversal
```

```lean
#print axioms RecurrenceTimeReversal.end_coefficient_needed
#print axioms RecurrenceTimeReversal.dampedVerlet_iff_newton
#print axioms RecurrenceTimeReversal.dampedVerlet_isReversible_iff
```

```
'RecurrenceTimeReversal.end_coefficient_needed' depends on axioms: [propext, Classical.choice, Quot.sound]
'RecurrenceTimeReversal.dampedVerlet_iff_newton' depends on axioms: [propext, Classical.choice, Quot.sound]
'RecurrenceTimeReversal.dampedVerlet_isReversible_iff' depends on axioms: [propext, Classical.choice, Quot.sound]
```

## How the proof follows the derivation

`isTrajectory_timeReversal_iff` is the change of index. Its identity `key` reorders the sum with `Fin.revPerm`, and `omega` checks the integer arithmetic of the time arguments. Each direction of the equivalence then evaluates the other recurrence at the shifted time $-n-N$.

The extension of initial values takes two lemmas. `exists_history` is a general statement about states: if each state has a successor and a predecessor under a relation `R`, a two-sided sequence of states passes through any given one at time zero. It chooses a successor function and a predecessor function and iterates them for positive and negative times.

`exists_trajectory` applies this with blocks of $N = M+1$ consecutive positions as states. Two blocks are related if they are the first and last $M+1$ entries of a window of $M+2$ values that satisfies the recurrence. `Fin.snoc` appends the value obtained by dividing by $a_N$, and `Fin.cons` prepends the one obtained by dividing by $a_0$. The auxiliary statement `hx` shows by induction that overlapping blocks agree, so their first components form a single trajectory.

`proportional_of_trajectories` uses `Pi.single i 1` as the unit initial data. The final `linear_combination` multiplies the equation for $b$ by $a_N$, subtracts $b_N$ times the equation for $a$, and so eliminates $x(N)$.

In `isReversible_iff`, the forward direction applies this lemma to the reversed coefficients. The equations `h1` and `h2` are the comparisons at the two ends, and `h3` is $s^2 = 1$. The converse takes the factor $s$ out of the sum.

`end_coefficient_needed` proves both halves of the counter-example $(0, 1)$. `dampedVerlet_iff_newton` shows, for any $h \ne 0$, that the recurrence is equivalent to the discretised Newton equation: the recurrence sum equals $h^2$ times the difference of that equation's two sides. `dampedVerlet_isReversible_iff` first checks that the end coefficients are nonzero, then applies the criterion and treats the two signs separately.
